# Kernel independence of the frequency-weighted RPA dipole sum when A = D + K and B = K

Suppose a linear-response program scales the coupling kernel differently in its two matrix blocks. The eigenvalue solver may still return real frequencies and normalised amplitudes, and the peak list alone need not betray the error. A total strength that is known before diagonalisation gives something to test against. For a complete set of real RPA modes in a finite particle-hole space, the two blocks fix such a total, and the kernel drops out of it when both blocks contain the same kernel and otherwise differ by a diagonal matrix.

## Modes, frequencies and dipoles

The finite type `n` labels the particle-hole pairs \(i,j\) and also the modes \(k\), so there are as many modes as pairs.

```lean
import Mathlib

open Matrix

namespace RPASumRule

noncomputable section

variable {n : Type*} [Fintype n] [DecidableEq n]
```

The real matrices \(A\) and \(B\) are the resonant and coupling blocks. Column \(k\) of \(X\) holds the excitation amplitudes of mode \(k\), and column \(k\) of \(Y\) its de-excitation amplitudes. With \(W=\mathrm{diag}(w)\), a complete solution satisfies

\[
AX+BY=XW,\qquad BX+AY=-YW,\qquad (X+Y)^T(X-Y)=1 .
\]

The symmetric part of the last condition is the usual \(X^TX-Y^TY=1\). That such a solution exists is assumed in the theorems. The frequencies need not be positive. Symmetry of the blocks is not listed as a condition because it follows from the other three, as part (b) shows. A run that computes only the lowest roots does not supply this input.

```lean
/-- A complete real RPA solution: the columns of `X` and `Y` are the excitation and
de-excitation amplitudes of the modes, and `w` lists their frequencies. -/
structure IsRPASolution (A B X Y : Matrix n n ℝ) (w : n → ℝ) : Prop where
  excitation : A * X + B * Y = X * diagonal w
  deexcitation : B * X + A * Y = -(Y * diagonal w)
  normalization : (X + Y)ᵀ * (X - Y) = 1
```

For pair dipoles \(d_i\) along one Cartesian direction, the transition dipole of mode \(k\) is \(t_k=\sum_i d_i(X+Y)_{ik}\). In Lean, `d ᵥ* Z` is the row vector \(dZ\), `Z *ᵥ d` is \(Zd\), and `⬝ᵥ` is the dot product. Spin factors can be absorbed in \(d\), and the conventional prefactor of the oscillator strength is left out.

```lean
/-- The transition dipoles of all modes, `d · (X + Y)_k`, for particle-hole dipoles `d`. -/
def transitionDipole (d : n → ℝ) (X Y : Matrix n n ℝ) : n → ℝ :=
  d ᵥ* (X + Y)
```

## (a) Sums and differences of the amplitudes

Rewrite the two RPA equations in terms of \(X+Y\) and \(X-Y\):

\[
(A-B)(X-Y)=(X+Y)W,\qquad (A+B)(X+Y)=(X-Y)W .
\]

**Solution.** Subtracting the second RPA equation from the first gives

\[
AX+BY-BX-AY=(A-B)(X-Y)=XW+YW .
\]

Adding them gives \((A+B)(X+Y)=XW-YW\).

The two `calc` chains follow these lines. `noncomm_ring` regroups the products without commuting matrices, and `rw` inserts the RPA equations.

```lean
/-- The RPA equations in terms of the sum and the difference of the amplitudes. -/
theorem reduced_equations {A B X Y : Matrix n n ℝ} {w : n → ℝ}
    (h : IsRPASolution A B X Y w) :
    (A - B) * (X - Y) = (X + Y) * diagonal w ∧
      (A + B) * (X + Y) = (X - Y) * diagonal w := by
  constructor
  · calc (A - B) * (X - Y) = (A * X + B * Y) - (B * X + A * Y) := by noncomm_ring
      _ = X * diagonal w - -(Y * diagonal w) := by rw [h.excitation, h.deexcitation]
      _ = (X + Y) * diagonal w := by noncomm_ring
  · calc (A + B) * (X + Y) = (A * X + B * Y) + (B * X + A * Y) := by noncomm_ring
      _ = X * diagonal w + -(Y * diagonal w) := by rw [h.excitation, h.deexcitation]
      _ = (X - Y) * diagonal w := by noncomm_ring
```

## (b) Recovering the blocks from the modes

Express the difference and the sum of the blocks through frequencies and amplitudes:

\[
(X+Y)W(X+Y)^T=A-B,\qquad (X-Y)W(X-Y)^T=A+B .
\]

**Solution.** A left inverse of a square matrix is also a right inverse, so the normalisation gives \((X-Y)(X+Y)^T=1\), and transposition gives \((X+Y)(X-Y)^T=1\). Multiply the first equation of (a) on the right by \((X+Y)^T\):

\[
(X+Y)W(X+Y)^T=(A-B)(X-Y)(X+Y)^T=A-B .
\]

Multiplying the second by \((X-Y)^T\) gives the other identity in the same way. Both left-hand sides are symmetric, hence so are \(A\) and \(B\).

`mul_eq_one_comm` turns the left inverse into a right inverse; `c` and `c'` are the two completeness relations.

```lean
/-- The matrices `A - B` and `A + B` are recovered from the frequencies and amplitudes
of the complete set of modes. -/
theorem mode_resolution {A B X Y : Matrix n n ℝ} {w : n → ℝ}
    (h : IsRPASolution A B X Y w) :
    (X + Y) * diagonal w * (X + Y)ᵀ = A - B ∧
      (X - Y) * diagonal w * (X - Y)ᵀ = A + B := by
  -- for square matrices, normalization implies completeness
  have c : (X - Y) * (X + Y)ᵀ = 1 := mul_eq_one_comm.mp h.normalization
  have c' : (X + Y) * (X - Y)ᵀ = 1 := by
    have := congrArg Matrix.transpose c
    rwa [transpose_mul, transpose_transpose, transpose_one] at this
  constructor
  · rw [← (reduced_equations h).1, mul_assoc, c, mul_one]
  · rw [← (reduced_equations h).2, mul_assoc, c', mul_one]
```

## (c) A weighted sum as a quadratic form

For any real square matrix \(Z\), show that

\[
\sum_k w_k\big((dZ)_k\big)^2=d\cdot(ZWZ^T)d .
\]

**Solution.** Write out the square and exchange the finite sums:

\[
\sum_k w_k\sum_i d_iZ_{ik}\sum_j d_jZ_{jk}
=\sum_{i,j}d_i\Big(\sum_k Z_{ik}w_kZ_{jk}\Big)d_j .
\]

The bracket is \((ZWZ^T)_{ij}\).

Lean goes from right to left: it splits the matrix product, moves \(Z\) onto the left vector, identifies \(Z^Td\) with \(dZ\), and compares the sums term by term.

```lean
/-- For any real square matrix `Z` and real weights `w`, the weighted sum of the squared components
of `d ᵥ* Z` is the quadratic form of `Z * diagonal w * Zᵀ` in `d`. -/
theorem weighted_sum_eq_quadratic_form (d w : n → ℝ) (Z : Matrix n n ℝ) :
    ∑ k, w k * ((d ᵥ* Z) k) ^ 2 = d ⬝ᵥ (Z * diagonal w * Zᵀ) *ᵥ d := by
  rw [← Matrix.mulVec_mulVec, ← Matrix.mulVec_mulVec, Matrix.dotProduct_mulVec,
    Matrix.mulVec_transpose]
  simp only [dotProduct, Matrix.mulVec_diagonal]
  exact Finset.sum_congr rfl fun k _ => by ring
```

## (d) The total strength

Evaluate the frequency-weighted sum of squared transition dipoles:

\[
\sum_k w_k t_k^2=d\cdot(A-B)d .
\]

**Solution.** Since \(t=d(X+Y)\), part (c) with \(Z=X+Y\) gives \(d\cdot(X+Y)W(X+Y)^Td\). By (b), the matrix in the middle is \(A-B\). The proof makes these two substitutions.

```lean
/-- **RPA oscillator strength sum rule**: the frequency-weighted sum of squared
transition dipoles equals `d · (A - B) d`. -/
theorem oscillator_sum_rule {A B X Y : Matrix n n ℝ} {w : n → ℝ}
    (h : IsRPASolution A B X Y w) (d : n → ℝ) :
    ∑ k, w k * (transitionDipole d X Y k) ^ 2 = d ⬝ᵥ (A - B) *ᵥ d := by
  unfold transitionDipole
  rw [weighted_sum_eq_quadratic_form, (mode_resolution h).1]
```

## (e) Both blocks share the kernel

Let \(A=D+K\) and \(B=K\), where \(D\) is diagonal with entries \(D_i\). Show that

\[
\sum_k w_k t_k^2=\sum_i D_i d_i^2 .
\]

**Solution.** Here \(A-B=D+K-K=D\), and \(d\cdot Dd=\sum_i D_i d_i^2\). In Lean, `add_sub_cancel_right` removes the kernel.

With real orbitals, direct RPA and TDDFT with an adiabatic LDA or GGA kernel have this form, and \(D_i\) is the orbital-energy difference of pair \(i\). The kernel can shift frequencies and redistribute strength, but the total keeps its uncoupled value, which gives a check on full diagonalisations in a finite pair space. To turn that value into an electron count, as the Thomas–Reiche–Kuhn rule does, takes a commutator argument with a local potential and a complete orbital basis.

```lean
/-- For `A = D + K` and `B = K` with diagonal `D`, the sum is `∑ D_i d_i²`,
whatever the kernel `K`. -/
theorem sum_rule_kernel_independent {K X Y : Matrix n n ℝ} {D w : n → ℝ}
    (h : IsRPASolution (diagonal D + K) K X Y w) (d : n → ℝ) :
    ∑ k, w k * (transitionDipole d X Y k) ^ 2 = ∑ i, D i * d i ^ 2 := by
  rw [oscillator_sum_rule h, add_sub_cancel_right]
  simp only [dotProduct, Matrix.mulVec_diagonal]
  exact Finset.sum_congr rfl fun i _ => by ring
```

## (f) When the uncoupled value is exact

For a complete solution with general blocks and a given diagonal \(D\), show that

\[
\Big(\forall d:\ \sum_k w_k t_k^2=\sum_i D_i d_i^2\Big)
\iff A-B=D .
\]

**Solution.** If \(A-B=D\), use (d). Conversely, set \(S=A-B-D\), which is symmetric by (b). By (d), \(d\cdot Sd=0\) for every \(d\). The unit vector \(d=e_i\) gives \(S_{ii}=0\), and \(d=e_i+e_j\) gives

\[
S_{ii}+S_{jj}+S_{ij}+S_{ji}=2S_{ij}=0 .
\]

Lean writes \(e_i\) as `Pi.single i 1`, and `linarith` combines the three evaluations with the symmetry.

Agreement for a single dipole vector is in general a weaker test. Exact exchange, or the screened exchange of the BSE, usually makes \(A-B\) non-diagonal; then (d) is the rule to use. Any complete solution satisfies (d) with its own blocks, so this comparison can reveal a wrongly scaled kernel only if \(A-B\) is computed independently of the blocks that were diagonalised.

```lean
/-- The sum takes the value `∑ D_i d_i²` for every dipole vector exactly when
`A - B` is the diagonal matrix `D`. -/
theorem sum_rule_diagonal_iff {A B X Y : Matrix n n ℝ} {w : n → ℝ}
    (h : IsRPASolution A B X Y w) (D : n → ℝ) :
    (∀ d : n → ℝ, ∑ k, w k * (transitionDipole d X Y k) ^ 2 = ∑ i, D i * d i ^ 2) ↔
      A - B = diagonal D := by
  have hD : ∀ d : n → ℝ, d ⬝ᵥ diagonal D *ᵥ d = ∑ i, D i * d i ^ 2 := by
    intro d
    simp only [dotProduct, Matrix.mulVec_diagonal]
    exact Finset.sum_congr rfl fun i _ => by ring
  constructor
  · intro hs
    have hq : ∀ d : n → ℝ, d ⬝ᵥ (A - B) *ᵥ d = d ⬝ᵥ diagonal D *ᵥ d := by
      intro d
      rw [← oscillator_sum_rule h d, hs d, hD d]
    have hsymm : (A - B)ᵀ = A - B := by
      rw [← (mode_resolution h).1]
      simp only [transpose_mul, transpose_transpose, diagonal_transpose, mul_assoc]
    -- polarization: test the quadratic forms on unit vectors and their sums
    ext i j
    have hij := hq (Pi.single i 1 + Pi.single j 1)
    have hi := hq (Pi.single i 1)
    have hj := hq (Pi.single j 1)
    simp only [Matrix.mulVec_add, add_dotProduct, dotProduct_add,
      Matrix.mulVec_single_one, single_one_dotProduct, Matrix.col_apply] at hij hi hj
    have s1 : (A - B) j i = (A - B) i j := congrFun (congrFun hsymm i) j
    have s2 : diagonal D j i = diagonal D i j :=
      congrFun (congrFun (diagonal_transpose D) i) j
    linarith
  · intro hAB d
    rw [oscillator_sum_rule h, hAB, hD]
```

## (g) Cubed frequencies

Put \(v=d(A-B)\) and show that

\[
\sum_k w_k^3t_k^2=v\cdot(A+B)v .
\]

**Solution.** By (a),

\[
v(X-Y)=d(A-B)(X-Y)=d(X+Y)W,
\]

so its component \(k\) is \(t_kw_k\). Parts (b) and (c), now with \(Z=X-Y\), give

\[
v\cdot(A+B)v=\sum_k w_k(t_kw_k)^2=\sum_k w_k^3t_k^2 .
\]

The step named `key` is the component formula.

```lean
/-- The sum of squared transition dipoles weighted by the cubed frequencies is the
quadratic form of `A + B` in the vector `d (A - B)`. -/
theorem cubic_sum_rule {A B X Y : Matrix n n ℝ} {w : n → ℝ}
    (h : IsRPASolution A B X Y w) (d : n → ℝ) :
    ∑ k, w k ^ 3 * (transitionDipole d X Y k) ^ 2 =
      (d ᵥ* (A - B)) ⬝ᵥ (A + B) *ᵥ (d ᵥ* (A - B)) := by
  -- one factor of the frequency turns `X + Y` into `X - Y`
  have key : ∀ k, ((d ᵥ* (A - B)) ᵥ* (X - Y)) k = transitionDipole d X Y k * w k := by
    intro k
    unfold transitionDipole
    rw [Matrix.vecMul_vecMul, (reduced_equations h).1, ← Matrix.vecMul_vecMul,
      Matrix.vecMul_diagonal]
  rw [← (mode_resolution h).2, ← weighted_sum_eq_quadratic_form]
  refine Finset.sum_congr rfl fun k _ => ?_
  rw [key k]
  ring
```

## (h) Where the kernel reappears

For the blocks of (e), evaluate the cubic sum:

\[
\sum_k w_k^3t_k^2=\sum_i D_i^3d_i^2+2\,v\cdot Kv,
\qquad v_i=D_id_i .
\]

**Solution.** Now \(A-B=D\) gives \(v_i=D_id_i\), and \(A+B=D+2K\). Therefore

\[
v\cdot(A+B)v=v\cdot Dv+2\,v\cdot Kv,\qquad
v\cdot Dv=\sum_i D_i(D_id_i)^2=\sum_i D_i^3d_i^2 .
\]

In the proof, `hv` computes \(v\) and `hD` the diagonal contribution.

```lean
/-- For `A = D + K` and `B = K`, the sum weighted by the cubed frequencies is
`∑ D_i³ d_i²` plus twice the quadratic form of the kernel in the vector `D_i d_i`. -/
theorem cubic_sum_rule_kernel {K X Y : Matrix n n ℝ} {D w : n → ℝ}
    (h : IsRPASolution (diagonal D + K) K X Y w) (d : n → ℝ) :
    ∑ k, w k ^ 3 * (transitionDipole d X Y k) ^ 2 =
      ∑ i, D i ^ 3 * d i ^ 2 +
        2 * ((fun i => D i * d i) ⬝ᵥ K *ᵥ (fun i => D i * d i)) := by
  have hv : d ᵥ* diagonal D = fun i => D i * d i := by
    funext i
    rw [Matrix.vecMul_diagonal, mul_comm]
  have hD : (fun i => D i * d i) ⬝ᵥ diagonal D *ᵥ (fun i => D i * d i) =
      ∑ i, D i ^ 3 * d i ^ 2 := by
    simp only [dotProduct, Matrix.mulVec_diagonal]
    exact Finset.sum_congr rfl fun i _ => by ring
  rw [cubic_sum_rule h, add_sub_cancel_right, hv, Matrix.add_mulVec, Matrix.add_mulVec,
    dotProduct_add, dotProduct_add, hD]
  ring
```

## (i) Two coupled pairs

Verify a complete solution with \(D=1\), frequencies \(1\) and \(4\), and

\[
K=\begin{pmatrix}24/5&-18/5\\-18/5&27/10\end{pmatrix}.
\]

**Solution.** Let \(p=(3/5,4/5)^T\) and \(u=(-4/5,3/5)^T\), which are orthonormal. Then \(K=\tfrac{15}{2}uu^T\), so \(A-B=1\) and \(A+B=1+15uu^T\).

Along \(p\) the kernel vanishes, which gives a mode with \(X\)-column \(p\), \(Y\)-column \(0\) and \(w=1\). Along \(u\), \(A+B\) has eigenvalue \(16\), so \(w=4\). The columns of \(X+Y\) and \(X-Y\) are \(u/2\) and \(2u\), hence those of \(X\) and \(Y\) are \(\tfrac54u\) and \(-\tfrac34u\). Orthonormality of \(p\) and \(u\) gives the normalisation.

For \(d=(1,0)\) the transition dipoles are \(3/5\) and \(-2/5\). The linear sum is \(9/25+16/25=1\), as without a kernel, while the cubic sum is \(9/25+256/25=53/5\) instead of \(1\).

Lean checks the three matrix equations entry by entry.

```lean
/-- An explicit complete RPA solution for two particle-hole pairs of unit energy coupled
by a non-diagonal kernel, with frequencies 1 and 4. -/
theorem isRPASolution_witness :
    IsRPASolution
      (diagonal ![1, 1] + !![24/5, -18/5; -18/5, 27/10])
      !![24/5, -18/5; -18/5, 27/10]
      !![3/5, -1; 4/5, 3/4]
      !![0, 3/5; 0, -9/20]
      ![1, 4] := by
  constructor <;> ext i j <;> fin_cases i <;> fin_cases j <;>
    simp [Matrix.mul_apply, Fin.sum_univ_two, Matrix.diagonal_apply,
      Matrix.vecMul_diagonal] <;> norm_num

end

end RPASumRule
```

```lean
#print axioms RPASumRule.sum_rule_kernel_independent
-- 'RPASumRule.sum_rule_kernel_independent' depends on axioms: [propext, Classical.choice, Quot.sound]
#print axioms RPASumRule.sum_rule_diagonal_iff
-- 'RPASumRule.sum_rule_diagonal_iff' depends on axioms: [propext, Classical.choice, Quot.sound]
#print axioms RPASumRule.cubic_sum_rule_kernel
-- 'RPASumRule.cubic_sum_rule_kernel' depends on axioms: [propext, Classical.choice, Quot.sound]
```

## Starting from positive definite blocks

The model could also begin with symmetric \(A\) and \(B\) for which \(A-B\) and \(A+B\) are positive definite, and obtain the modes from the symmetric eigenproblem

\[
(A-B)^{1/2}(A+B)(A-B)^{1/2}F=FW^2,\qquad F^TF=1 .
\]

Setting \(X+Y=(A-B)^{1/2}FW^{-1/2}\) would make the existence of a complete solution a consequence instead of a hypothesis, with all frequencies positive. The other combination follows from (a) as \(X-Y=(A-B)^{-1/2}FW^{1/2}\). This construction uses matrix square roots, and the assumption of positive definiteness restricts it to stable reference states.
